# Natural-orbital truncation minimises the Frobenius error of a real two-electron singlet at bounded rank

Let $C$ be a real symmetric $n\times n$ matrix with eigenvalues $c_0,\dots,c_{n-1}$, ordered so that $|c_0|\ge|c_1|\ge\dots$. Every real $n\times n$ matrix $B$ of rank at most $r$ satisfies

$$\|C-B\|_F^2=\sum_{ij}(C_{ij}-B_{ij})^2\;\ge\;\sum_{k\ge r}c_k^2 ,$$

and equality is attained by keeping the first $r$ eigenvectors of $C$ with their eigenvalues.

Here $C$ holds the amplitudes of a two-electron singlet with spatial part $\Psi(\mathbf r_1,\mathbf r_2)=\sum_{ij}C_{ij}\,\varphi_i(\mathbf r_1)\varphi_j(\mathbf r_2)$ in $n$ real orthonormal orbitals $\varphi_i$. The eigenvectors of $C$ are natural orbitals, and $\|C-B\|_F^2$ is the squared norm of the error in the wavefunction. The approximation $B$ is not required to be normalised, and the truncation of a normalised $C$ generally is not. The result says how compactly a two-electron singlet with real amplitudes in a finite real basis can be written, measured in the norm of the wavefunction; no theorem below concerns the energy.

In Lean 4 with Mathlib:

```lean
import Mathlib

open Matrix Module

namespace NaturalOrbitalTruncation

noncomputable section

variable {n : ℕ}
```

The squared error is a plain sum over matrix entries.

```lean
/-- The squared Frobenius norm of an amplitude matrix. -/
def frobSq (M : Matrix (Fin n) (Fin n) ℝ) : ℝ := ∑ i, ∑ j, M i j ^ 2
```

The next structure collects three conditions on $C$, a matrix $U$ whose columns are the natural orbitals, and the amplitudes $c$: orthonormality, the expansion $C=U\,\mathrm{diag}(c)\,U^T$, and the ordering.

```lean
/-- The columns of `U` are orthonormal orbitals in which the pair amplitude `C` is diagonal,
with amplitudes `c` ordered by decreasing absolute value. -/
structure NaturalExpansion (C U : Matrix (Fin n) (Fin n) ℝ) (c : Fin n → ℝ) : Prop where
  orth : Uᵀ * U = 1
  expand : C = U * diagonal c * Uᵀ
  ordered : ∀ i j, i ≤ j → |c j| ≤ |c i|
```

Orbitals are counted from zero, so those kept have $k<r$ and those discarded have $r\le k$. `discardedWeight` is the right-hand side of the bound, and `truncation` is the proposed minimiser.

```lean
/-- The sum of the squared amplitudes left after the first `r`. -/
def discardedWeight (c : Fin n → ℝ) (r : ℕ) : ℝ :=
  ∑ k : Fin n, if r ≤ (k : ℕ) then c k ^ 2 else 0

/-- The pair amplitude rebuilt from the first `r` natural orbitals. -/
def truncation (U : Matrix (Fin n) (Fin n) ℝ) (c : Fin n → ℝ) (r : ℕ) :
    Matrix (Fin n) (Fin n) ℝ :=
  U * diagonal (fun k : Fin n => if (k : ℕ) < r then c k else 0) * Uᵀ
```

The spin-summed one-electron density matrix is $2CC^T$. Its trace is 2 when $\sum_{ij}C_{ij}^2=1$, but no theorem below needs that normalisation.

```lean
/-- The spin-summed one-electron density matrix `2 C Cᵀ` of a two-electron singlet. -/
def density (C : Matrix (Fin n) (Fin n) ℝ) : Matrix (Fin n) (Fin n) ℝ :=
  (2 : ℝ) • (C * Cᵀ)
```

## Symmetry of C: the singlet spatial function

The singlet spin function is antisymmetric under exchange of the electrons, so the spatial part must be symmetric, $C=C^T$. By hand, symmetry is what permits the spectral theorem: there are orthonormal eigenvectors with $CU=UD$, where $D=\mathrm{diag}(c)$, and multiplying by $U^T$ on the right gives $C=UDU^T$.

The proof follows this route. It takes Mathlib's eigenvector basis, sorts it by $-|c_k|$, and checks the three conditions. The first lemma identifies the abstract inner product with the dot product.

```lean
/-- The Euclidean inner product of real orbital vectors is their dot product. -/
lemma inner_eq_dot (x y : EuclideanSpace ℝ (Fin n)) :
    inner ℝ x y = x.ofLp ⬝ᵥ y.ofLp := by
  simp [PiLp.inner_apply, dotProduct, mul_comm]

/-- Every real symmetric pair amplitude has a natural expansion. -/
theorem exists_naturalExpansion (C : Matrix (Fin n) (Fin n) ℝ) (hC : C.IsSymm) :
    ∃ U c, NaturalExpansion C U c := by
  have hA : C.IsHermitian := by
    rw [Matrix.IsHermitian, Matrix.conjTranspose_eq_transpose_of_trivial]
    exact hC
  -- sort the eigenvectors by decreasing absolute eigenvalue
  let σ := Tuple.sort (fun k => -|hA.eigenvalues k|)
  let U : Matrix (Fin n) (Fin n) ℝ :=
    Matrix.of fun i k => (hA.eigenvectorBasis (σ k)).ofLp i
  have hU : Uᵀ * U = 1 := by
    ext a b
    rw [Matrix.one_apply]
    refine (inner_eq_dot (hA.eigenvectorBasis (σ a)) (hA.eigenvectorBasis (σ b))).symm.trans ?_
    rw [orthonormal_iff_ite.mp hA.eigenvectorBasis.orthonormal]
    simp
  have hCU : C * U = U * diagonal (fun k => hA.eigenvalues (σ k)) := by
    ext i k
    rw [Matrix.mul_diagonal]
    have h := congrFun (hA.mulVec_eigenvectorBasis (σ k)) i
    exact Eq.trans h (mul_comm (hA.eigenvalues (σ k)) (U i k))
  refine ⟨U, fun k => hA.eigenvalues (σ k), hU, ?_, ?_⟩
  · rw [← hCU, Matrix.mul_assoc, mul_eq_one_comm.mp hU, Matrix.mul_one]
  · intro i j hij
    have h := Tuple.monotone_sort (fun k => -|hA.eigenvalues k|) hij
    exact neg_le_neg_iff.mp h
```

Without symmetry no such expansion exists, because $UDU^T$ is always symmetric. The argument below nevertheless adapts to a neighbouring result. Write a general real square matrix as $C=UDW^T$, with two orthogonal matrices and decreasing singular values in $D$. Rotating rows by $U$ and columns by $W$ gives the same bound with singular values in place of $|c_k|$, which is the Eckart–Young theorem for the Frobenius norm.

The competitor $B$ is not required to be symmetric. The truncation is therefore at least as good as any matrix of rank at most $r$, including those that represent no singlet.

## Orthonormality of U: errors that survive a change of orbitals

The condition $U^TU=1$ says that the natural orbitals are orthonormal. By hand it is used to pass to the basis in which $C$ is diagonal. Since $\|A\|_F^2=\mathrm{tr}(A^TA)$,

$$\|UMU^T\|_F^2=\mathrm{tr}(UM^TU^TU\,MU^T)=\mathrm{tr}(UM^TMU^T)=\mathrm{tr}(M^TM)=\|M\|_F^2 .$$

As $U$ is square, $UU^T=1$ too, and $C-B=U(D-U^TBU)U^T$. The rotated competitor $U^TBU$ still has rank at most $r$, so it is enough to treat diagonal $C$.

```lean
/-- The Frobenius norm does not change under a rotation of the orbitals. -/
theorem frobSq_rotate (U M : Matrix (Fin n) (Fin n) ℝ) (hU : Uᵀ * U = 1) :
    frobSq (U * M * Uᵀ) = frobSq M := by
  have tr : ∀ A : Matrix (Fin n) (Fin n) ℝ, frobSq A = trace (Aᵀ * A) := by
    intro A
    rw [frobSq, Finset.sum_comm]
    simp [Matrix.trace, Matrix.mul_apply, sq]
  have h : (U * M * Uᵀ)ᵀ * (U * M * Uᵀ) = U * (Mᵀ * M) * Uᵀ := by
    calc _ = U * Mᵀ * (Uᵀ * U) * M * Uᵀ := by
          simp only [Matrix.transpose_mul, Matrix.transpose_transpose, Matrix.mul_assoc]
      _ = _ := by
          rw [hU, Matrix.mul_one]
          simp only [Matrix.mul_assoc]
  rw [tr, tr, h, Matrix.trace_mul_comm, ← Matrix.mul_assoc, hU, Matrix.one_mul]
```

Without orthonormality the bound can fail. For $n=1$, $U=\tfrac12$, $c_0=1$, the matrix is $C=\tfrac14$; with $r=0$ the squared error of $B=0$ is $\tfrac1{16}$, while the formula would demand at least 1. In a calculation with overlapping atomic orbitals of overlap matrix $S$, one can accordingly diagonalise $S^{1/2}CS^{1/2}$, where $C$ is the amplitude matrix in the atomic orbitals.

## Rank at most r: a limited number of orbitals

A symmetric $B$ of rank at most $r$ is a pair function that can be written with at most $r$ orbitals. By hand, the rank enters through the kernel: the vectors annihilated by $B$ form a space of dimension $m\ge n-r$. Choose an orthonormal basis $v_0,\dots,v_{m-1}$ of it. Bessel's inequality, $\sum_a(v_a\cdot w)^2\le w\cdot w$, then holds for every vector $w$.

The lemma obtains $m$ from the rank–nullity theorem and returns these vectors with the properties needed later. It states the count as `n ≤ m + r`.

```lean
/-- A matrix of rank at most `r` annihilates at least `n - r` orthonormal vectors, which are
given here with their normalisation and Bessel's inequality. -/
lemma kernel_frame (B : Matrix (Fin n) (Fin n) ℝ) {r : ℕ} (hB : B.rank ≤ r) :
    ∃ (m : ℕ) (V : Fin m → Fin n → ℝ), n ≤ m + r ∧ (∀ a, V a ⬝ᵥ V a = 1) ∧
      (∀ w : Fin n → ℝ, ∑ a, (V a ⬝ᵥ w) ^ 2 ≤ w ⬝ᵥ w) ∧ ∀ a, B *ᵥ V a = 0 := by
  let L : EuclideanSpace ℝ (Fin n) →ₗ[ℝ] (Fin n → ℝ) :=
    B.mulVecLin ∘ₗ (WithLp.linearEquiv 2 ℝ (Fin n → ℝ)).toLinearMap
  have h1 : finrank ℝ (LinearMap.range L) ≤ r :=
    (Submodule.finrank_mono (LinearMap.range_comp_le_range _ _)).trans hB
  have h2 := L.finrank_range_add_finrank_ker
  rw [finrank_euclideanSpace_fin] at h2
  let e := stdOrthonormalBasis ℝ (LinearMap.ker L)
  have ho : Orthonormal ℝ (fun a => (e a : EuclideanSpace ℝ (Fin n))) :=
    e.orthonormal.comp_linearIsometry (LinearMap.ker L).subtypeₗᵢ
  refine ⟨finrank ℝ (LinearMap.ker L), fun a => (e a : EuclideanSpace ℝ (Fin n)).ofLp,
    by omega, fun a => ?_, fun w => ?_, fun a => LinearMap.mem_ker.mp (e a).2⟩
  · have h : ‖(e a : EuclideanSpace ℝ (Fin n))‖ = 1 := ho.1 a
    refine (inner_eq_dot _ _).symm.trans ?_
    rw [real_inner_self_eq_norm_sq, h, one_pow]
  · have h := ho.sum_inner_products_le (x := WithLp.toLp 2 w) (s := Finset.univ)
    rw [← real_inner_self_eq_norm_sq] at h
    simpa only [inner_eq_dot, Real.norm_eq_abs, sq_abs] using h
```

Without a limit on the rank, $B=C$ has zero error. At the extremes, $r=0$ leaves only $B=0$, and $r\ge n$ makes the discarded weight zero.

## Ordering by absolute value: keeping the largest occupations

The ordering says that the orbitals kept are those with the largest occupations. By hand it is used in a comparison of sums. Let $s_k=c_k^2$, which decreases with $k$, and let $q_k$ be weights with $0\le q_k\le1$ and $\sum_kq_k\ge n-r$. Set $t_k=1$ for $k\ge r$ and $t_k=0$ otherwise. If $r<n$, every term obeys

$$(s_k-s_r)(q_k-t_k)\ge0 ,$$

since both factors are nonpositive for $k\ge r$ and nonnegative for $k<r$. Summing over $k$ gives

$$\sum_ks_kq_k-\sum_{k\ge r}s_k\;\ge\;s_r\Big(\sum_kq_k-(n-r)\Big)\ge0 .$$

If $r\ge n$, the tail is empty and the claim is immediate. In the proof, `key` is the termwise comparison summed over $k$, and `count` supplies $\sum_kt_k=n-r$.

```lean
/-- Weights between 0 and 1 with total at least `n - r` collect from a decreasing nonnegative
sequence at least the sum of its terms after the first `r`. -/
lemma tail_le_weighted (s q : Fin n → ℝ) (r : ℕ) (hs : ∀ i j, i ≤ j → s j ≤ s i)
    (h0 : ∀ k, 0 ≤ s k) (q0 : ∀ k, 0 ≤ q k) (q1 : ∀ k, q k ≤ 1)
    (hq : (n : ℝ) ≤ ∑ k, q k + r) :
    (∑ k : Fin n, if r ≤ (k : ℕ) then s k else 0) ≤ ∑ k, s k * q k := by
  by_cases hr : r < n
  · have count : ∀ N, r ≤ N →
        ∑ k ∈ Finset.range N, (if r ≤ k then (1 : ℝ) else 0) = N - r := by
      intro N hN
      induction N, hN using Nat.le_induction with
      | base =>
        rw [sub_self]
        exact Finset.sum_eq_zero fun k hk =>
          if_neg (not_le_of_gt (Finset.mem_range.mp hk))
      | succ N hN ih =>
        rw [Finset.sum_range_succ, ih, if_pos hN]
        push_cast
        ring
    have hc := count n hr.le
    rw [← Fin.sum_univ_eq_sum_range (fun k => if r ≤ k then (1 : ℝ) else 0) n] at hc
    -- compare every term with the threshold value `s r`
    have key : ∑ k : Fin n, s ⟨r, hr⟩ * (q k - if r ≤ (k : ℕ) then 1 else 0) ≤
        ∑ k : Fin n, (s k * q k - if r ≤ (k : ℕ) then s k else 0) := by
      refine Finset.sum_le_sum fun k _ => ?_
      by_cases hk : r ≤ (k : ℕ)
      · have h := hs ⟨r, hr⟩ k hk
        rw [if_pos hk, if_pos hk]
        nlinarith [mul_nonneg (sub_nonneg.mpr h) (sub_nonneg.mpr (q1 k))]
      · have h := hs k ⟨r, hr⟩ (le_of_lt (not_le.mp hk))
        rw [if_neg hk, if_neg hk]
        nlinarith [mul_nonneg (sub_nonneg.mpr h) (q0 k)]
    rw [← Finset.mul_sum, Finset.sum_sub_distrib, Finset.sum_sub_distrib, hc] at key
    have hpos := mul_nonneg (h0 ⟨r, hr⟩)
      (show 0 ≤ ∑ k, q k - ((n : ℝ) - r) by linarith)
    linarith
  · rw [Finset.sum_eq_zero fun k _ => if_neg (by have := k.isLt; omega)]
    exact Finset.sum_nonneg fun k _ => mul_nonneg (h0 k) (q0 k)
```

The weights come from the kernel vectors: $q_k=\sum_av_a(k)^2$. Bessel's inequality for the $k$-th unit vector gives $q_k\le1$, and normalisation gives $\sum_kq_k=m\ge n-r$. Because $Bv_a=0$, row $k$ of $D-B$ has dot product $c_kv_a(k)$ with $v_a$. Bessel's inequality for that row reads

$$c_k^2q_k\le\sum_j(D-B)_{kj}^2 ,$$

and summing over $k$ yields $\sum_{k\ge r}c_k^2\le\sum_kc_k^2q_k\le\|D-B\|_F^2$.

```lean
/-- For a diagonal pair amplitude with entries ordered by decreasing absolute value, the squared
error of any approximation of rank at most `r` is at least the discarded weight. -/
theorem diagonal_lower_bound (c : Fin n → ℝ) (hc : ∀ i j, i ≤ j → |c j| ≤ |c i|) {r : ℕ}
    (B : Matrix (Fin n) (Fin n) ℝ) (hB : B.rank ≤ r) :
    discardedWeight c r ≤ frobSq (diagonal c - B) := by
  obtain ⟨m, V, hm, hV, bessel, hker⟩ := kernel_frame B hB
  have hsum : ∑ k, ∑ a, V a k ^ 2 = (m : ℝ) := by
    rw [Finset.sum_comm]
    have h : ∀ a, ∑ k, V a k ^ 2 = 1 := fun a => by
      rw [← hV a]
      simp [dotProduct, sq]
    simp [h]
  refine (tail_le_weighted (fun k => c k ^ 2) (fun k => ∑ a, V a k ^ 2) r
    (fun i j hij => sq_le_sq.mpr (hc i j hij)) (fun k => sq_nonneg _)
    (fun k => Finset.sum_nonneg fun a _ => sq_nonneg _) (fun k => ?_) ?_).trans ?_
  · simpa using bessel (Pi.single k 1)
  · rw [hsum]
    exact_mod_cast hm
  · -- Bessel's inequality for each row of the error matrix
    refine Finset.sum_le_sum fun k _ => ?_
    have h := bessel (fun j => (diagonal c - B) k j)
    have e : ∀ a, V a ⬝ᵥ (fun j => (diagonal c - B) k j) = c k * V a k := by
      intro a
      have h' : ((diagonal c - B) *ᵥ V a) k = c k * V a k := by
        rw [Matrix.sub_mulVec, hker, sub_zero, Matrix.mulVec_diagonal]
      rw [dotProduct_comm]
      exact h'
    simp only [e, mul_pow] at h
    rw [← Finset.mul_sum] at h
    refine h.trans (le_of_eq ?_)
    simp only [dotProduct, sq]
```

Without the ordering, the formula can name the wrong orbitals. Take $n=2$, $r=1$ and the normalised amplitudes $0.6$ and $-0.8$. Sorting by decreasing signed value keeps $0.6$ and leaves a squared error of $0.64$; sorting by absolute value keeps $-0.8$ and leaves $0.36$. This matters in code, since symmetric eigensolvers commonly return eigenvalues in signed order. The practical step is to diagonalise $C$, sort by $|c_k|$, keep $r$ columns, and read the squared error from the discarded eigenvalues.

## The bound and the matrix that attains it

The truncation is $U$ times a diagonal matrix times $U^T$, and the diagonal matrix has at most $r$ nonzero entries. Its rank is therefore at most $r$, which the proof obtains by mapping the nonzero positions injectively into `Fin r`.

```lean
/-- The amplitude rebuilt from `r` natural orbitals has rank at most `r`. -/
theorem truncation_rank (U : Matrix (Fin n) (Fin n) ℝ) (c : Fin n → ℝ) (r : ℕ) :
    (truncation U c r).rank ≤ r := by
  refine (Matrix.rank_mul_le_left _ _).trans ((Matrix.rank_mul_le_right _ _).trans ?_)
  rw [Matrix.rank_diagonal]
  let f : {k : Fin n // (if (k : ℕ) < r then c k else 0) ≠ 0} → Fin r :=
    fun k => ⟨k.1, by by_contra h; exact k.2 (if_neg h)⟩
  have hf : Function.Injective f := by
    intro a b hab
    have hval := congrArg Fin.val hab
    exact Subtype.ext (Fin.ext hval)
  have h := Fintype.card_le_of_injective f hf
  rw [Fintype.card_fin] at h
  convert h
```

The main theorem assumes a natural expansion, which `exists_naturalExpansion` provides for every symmetric $C$. It states four things: the lower bound for all $B$ of rank at most $r$, the rank of the truncation, its symmetry, and its exact error. The first part rotates $B$ and applies the diagonal bound. For the last, the difference $C-UD_{<r}U^T$, where $D_{<r}$ keeps the first $r$ amplitudes, equals $U(D-D_{<r})U^T$. The rotation leaves its norm unchanged, and the surviving diagonal entries give $\sum_{k\ge r}c_k^2$.

```lean
/-- Among all matrices of rank at most `r`, the natural-orbital truncation of a two-electron
singlet has the least squared Frobenius error, equal to the discarded weight, and it is
symmetric. -/
theorem natural_orbitals_optimal {C U : Matrix (Fin n) (Fin n) ℝ} {c : Fin n → ℝ}
    (h : NaturalExpansion C U c) (r : ℕ) :
    (∀ B : Matrix (Fin n) (Fin n) ℝ, B.rank ≤ r → discardedWeight c r ≤ frobSq (C - B)) ∧
      (truncation U c r).rank ≤ r ∧ (truncation U c r).IsSymm ∧
      frobSq (C - truncation U c r) = discardedWeight c r := by
  refine ⟨fun B hB => ?_, truncation_rank U c r, ?_, ?_⟩
  · -- rotate to the natural orbitals, where `C` is diagonal
    have e : C - B = U * (diagonal c - Uᵀ * B * U) * Uᵀ := by
      have e' : U * (diagonal c - Uᵀ * B * U) * Uᵀ =
          U * diagonal c * Uᵀ - (U * Uᵀ) * B * (U * Uᵀ) := by noncomm_ring
      rw [e', mul_eq_one_comm.mp h.orth, Matrix.one_mul, Matrix.mul_one, ← h.expand]
    rw [e, frobSq_rotate U _ h.orth]
    exact diagonal_lower_bound c h.ordered _
      ((Matrix.rank_mul_le_left _ _).trans ((Matrix.rank_mul_le_right _ _).trans hB))
  · simp [Matrix.IsSymm, truncation, Matrix.transpose_mul, Matrix.mul_assoc]
  · rw [h.expand, truncation, ← Matrix.sub_mul, ← Matrix.mul_sub,
      frobSq_rotate U _ h.orth, Matrix.diagonal_sub, frobSq, discardedWeight]
    refine Finset.sum_congr rfl fun k _ => ?_
    rw [Finset.sum_eq_single k (fun j _ hj => by
      rw [Matrix.diagonal_apply_ne' _ hj]; norm_num) (by simp), Matrix.diagonal_apply_eq]
    by_cases hk : r ≤ (k : ℕ)
    · rw [if_neg (not_lt_of_ge hk), if_pos hk, sub_zero]
    · rw [if_pos (not_le.mp hk), if_neg hk, sub_self]
      norm_num
```

The link to occupation numbers is a short product:

$$2CC^T=2\,UDU^TU\,DU^T=U\,\mathrm{diag}(2c_k^2)\,U^T .$$

The occupations are $2c_k^2$, so the least squared error is half the discarded occupation. If two amplitudes differ only in sign, their occupations coincide, and eigenvectors computed from the density matrix alone need not diagonalise $C$.

```lean
/-- The orbitals that diagonalise the pair amplitude also diagonalise the one-electron density
matrix, with occupation numbers `2 c_k²`. -/
theorem density_natural {C U : Matrix (Fin n) (Fin n) ℝ} {c : Fin n → ℝ}
    (h : NaturalExpansion C U c) :
    density C = U * diagonal (fun k => 2 * c k ^ 2) * Uᵀ := by
  have e : C * Cᵀ = U * (diagonal c * diagonal c) * Uᵀ := by
    calc C * Cᵀ = U * diagonal c * (Uᵀ * U) * diagonal c * Uᵀ := by
          rw [h.expand]
          simp only [Matrix.transpose_mul, Matrix.transpose_transpose,
            Matrix.diagonal_transpose, Matrix.mul_assoc]
      _ = _ := by
          rw [h.orth, Matrix.mul_one]
          simp only [Matrix.mul_assoc]
  have d : diagonal (fun k => 2 * c k ^ 2) = (2 : ℝ) • (diagonal c * diagonal c) := by
    rw [Matrix.diagonal_mul_diagonal, ← Matrix.diagonal_smul]
    congr 1
    funext k
    simp [sq]
  rw [density, e, d, Matrix.mul_smul, Matrix.smul_mul]

end

end NaturalOrbitalTruncation
```

```lean
#print axioms NaturalOrbitalTruncation.exists_naturalExpansion
#print axioms NaturalOrbitalTruncation.natural_orbitals_optimal
#print axioms NaturalOrbitalTruncation.density_natural
```

```
'NaturalOrbitalTruncation.exists_naturalExpansion' depends on axioms: [propext, Classical.choice, Quot.sound]
'NaturalOrbitalTruncation.natural_orbitals_optimal' depends on axioms: [propext, Classical.choice, Quot.sound]
'NaturalOrbitalTruncation.density_natural' depends on axioms: [propext, Classical.choice, Quot.sound]
```
